# Translating a homogeneous harmonic polynomial gives terms harmonic in the position and in the displacement

When the multipole moments of a charge distribution are moved to a new centre, each charge's position x relative to the old centre becomes x + a, where a is the vector from the new centre to the old one. A moment weighted by a harmonic polynomial q then has the weight q(x + a), and expanding it in x and a separates the charge's position from the displacement. For q real, harmonic and homogeneous of degree l in finitely many Cartesian variables,

q(x + a) = ∑_{k≤l} q_k(x, a),

where q_k has degree k in x and l − k in a, and is harmonic in each. This bears on the regular solid harmonics used for moments in electronic structure and simulation codes, but not on the irregular ones, which are not polynomials. No explicit translation coefficients are derived.

```lean
import Mathlib

open MvPolynomial

namespace MultipoleTranslation

noncomputable section

variable {σ τ : Type*} [Fintype σ]
```

The finite type `σ` labels the coordinates, and `τ` labels the variables of a general polynomial.

```lean
/-- The Laplacian with respect to the variables selected by `s`: all of them for `id`,
the position `x` for `Sum.inl`, the displacement `a` for `Sum.inr`. -/
def laplacianIn (s : σ → τ) (P : MvPolynomial τ ℝ) : MvPolynomial τ ℝ :=
  ∑ i, pderiv (s i) (pderiv (s i) P)
```

This is the sum of second derivatives over the variables selected by `s`. It gives Δ for `id`, Δ_x for `Sum.inl` and Δ_a for `Sum.inr`. "Harmonic" means that the relevant sum is the zero polynomial.

```lean
/-- The translated polynomial `q(x + a)`, as a polynomial in the pair `(x, a)`. -/
def translate : MvPolynomial σ ℝ →ₐ[ℝ] MvPolynomial (σ ⊕ σ) ℝ :=
  aeval (fun i => X (Sum.inl i) + X (Sum.inr i))
```

`MvPolynomial σ ℝ` is the type of real polynomials in the coordinates. A polynomial in (x, a) has variables labelled by `σ ⊕ σ`, two copies of the coordinate labels. `translate` replaces each variable i by x_i + a_i.

```lean
/-- The degree in `x` of a monomial in `(x, a)`. -/
def xDegree (d : σ ⊕ σ →₀ ℕ) : ℕ := ∑ i, d (Sum.inl i)
```

A monomial is given by its exponents d. Its degree in x is the sum of those belonging to x.

```lean
/-- The part of a polynomial in `(x, a)` that has degree `k` in `x`. -/
def xPart (k : ℕ) (P : MvPolynomial (σ ⊕ σ) ℝ) : MvPolynomial (σ ⊕ σ) ℝ :=
  ∑ d ∈ P.support with xDegree d = k, monomial d (coeff d P)
```

Write P_d for the coefficient of the monomial with exponents d. `xPart k P` keeps the terms of degree k in x.

```lean
/-- The term `q_k(x, a)` of the translated polynomial `q(x + a)`. -/
def translationPart (k : ℕ) (q : MvPolynomial σ ℝ) : MvPolynomial (σ ⊕ σ) ℝ :=
  xPart k (translate q)
```

This defines q_k as the part of q(x + a) with degree k in x.

```lean
/-- Every monomial of `P(x, a)` has degree `k` in `x` and degree `m` in `a`. -/
def IsBihomogeneous (P : MvPolynomial (σ ⊕ σ) ℝ) (k m : ℕ) : Prop :=
  ∀ d, coeff d P ≠ 0 → ∑ i, d (Sum.inl i) = k ∧ ∑ i, d (Sum.inr i) = m
```

Every monomial that occurs has degree k in x and m in a. The zero polynomial satisfies this for any k and m.

```lean
/-- The coefficients of a partial derivative. -/
theorem coeff_partial (j : τ) (P : MvPolynomial τ ℝ) (e : τ →₀ ℕ) :
    coeff e (pderiv j P) = ((e j : ℝ) + 1) * coeff (e + Finsupp.single j 1) P := by
  classical
  refine MvPolynomial.induction_on' P (fun d c => ?_) (fun p r hp hr => ?_)
  · rw [pderiv_monomial, coeff_monomial, coeff_monomial]
    by_cases h : d = e + Finsupp.single j 1
    · subst h
      simp [mul_comm]
    · by_cases h0 : d j = 0
      · simp [h, h0]
      · have hne : d - Finsupp.single j 1 ≠ e := by
          intro h'
          apply h
          rw [← h']
          exact (tsub_add_cancel_of_le (Finsupp.single_le_iff.2 (by omega))).symm
        rw [if_neg h, if_neg hne, mul_zero]
  · rw [map_add, coeff_add, coeff_add, hp, hr, mul_add]
```

Let δ_j be the exponent vector with 1 at j and 0 elsewhere. Differentiation lowers the exponent of variable j by one and brings down its old value, so

(∂_j P)_e = (e_j + 1) P_{e+δ_j}.

Lean checks this on single monomials, then on sums.

```lean
/-- Taking the part of degree `k` in `x` keeps exactly the coefficients of that degree. -/
theorem coeff_xPart (k : ℕ) (P : MvPolynomial (σ ⊕ σ) ℝ) (e : σ ⊕ σ →₀ ℕ) :
    coeff e (xPart k P) = if xDegree e = k then coeff e P else 0 := by
  classical
  rw [xPart, coeff_sum]
  simp only [coeff_monomial, Finset.sum_ite_eq', Finset.mem_filter, mem_support_iff]
  by_cases h1 : xDegree e = k <;> by_cases h2 : coeff e P = 0 <;> simp [h1, h2]
```

The coefficient of `xPart k P` at e is P_e if e has x-degree k, and 0 otherwise.

```lean
/-- If `P(x, a)` is harmonic in `x`, so is its part of degree `k` in `x`; the same holds
for harmonicity in `a`. -/
theorem laplacian_xPart (k : ℕ) (P : MvPolynomial (σ ⊕ σ) ℝ) :
    (laplacianIn Sum.inl P = 0 → laplacianIn Sum.inl (xPart k P) = 0) ∧
    (laplacianIn Sum.inr P = 0 → laplacianIn Sum.inr (xPart k P) = 0) := by
  classical
  -- if each derivative shifts the degree in `x` by the same `c`, a zero Laplacian passes to each part
  have key : ∀ (s : σ → σ ⊕ σ) (c : ℕ),
      (∀ e i, xDegree (e + Finsupp.single (s i) 1) = xDegree e + c) →
      laplacianIn s P = 0 → laplacianIn s (xPart k P) = 0 := by
    intro s c hs h
    ext e
    have he := congrArg (coeff e) h
    simp only [laplacianIn, coeff_sum, coeff_partial, coeff_xPart, hs, coeff_zero] at he ⊢
    by_cases hk : xDegree e + c + c = k
    · simp only [if_pos hk]
      exact he
    · simp only [if_neg hk, mul_zero, Finset.sum_const_zero]
  constructor
  · exact key Sum.inl 1 (fun e i => by
      simp [xDegree, Finset.sum_add_distrib, Finsupp.single_apply])
  · exact key Sum.inr 0 (fun e i => by
      simp [xDegree])
```

Applying the derivative formula twice gives

(Δ_s P)_e = ∑_i (e_{s(i)} + 1)(e_{s(i)} + 2) P_{e+2δ_{s(i)}}.

All coefficients on the right have the same x-degree: that of e plus 2 for Δ_x, or that of e for Δ_a. Restricting P to x-degree k therefore keeps the whole sum or removes all of it. If the sum was zero, it remains zero. In `key`, `c` is the shift per derivative, 1 or 0, and the case split on `hk` separates the two outcomes.

```lean
omit [Fintype σ] in
/-- The value of the translated polynomial at `(x, a)` is `q(x + a)`. -/
theorem eval_translate (q : MvPolynomial σ ℝ) (x a : σ → ℝ) :
    eval (Sum.elim x a) (translate q) = eval (x + a) q := by
  induction q using MvPolynomial.induction_on
  · simp [translate, algebraMap_eq]
  · rename_i p r hp hr
    simp only [map_add, hp, hr]
  · rename_i p i hp
    simp only [map_mul, hp]
    simp [translate]
```

`Sum.elim x a` assigns the values x and a to the two copies of the variables. Evaluating `translate q` there gives the number q(x + a). The induction builds q from constants, sums and multiplication by a variable.

```lean
/-- The Laplacian of `q(x + a)`, taken in `x` or in `a`, is the translated Laplacian of `q`. -/
theorem laplacian_translate (q : MvPolynomial σ ℝ) :
    laplacianIn Sum.inl (translate q) = translate (laplacianIn id q) ∧
    laplacianIn Sum.inr (translate q) = translate (laplacianIn id q) := by
  classical
  -- if first derivatives commute with translation on the variables, they do so on all polynomials
  have key : ∀ (s : σ → σ ⊕ σ),
      (∀ i j, pderiv (s i) (translate (X j)) = translate (pderiv i (X j))) →
      ∀ i p, pderiv (s i) (translate p) = translate (pderiv i p) := by
    intro s hX i p
    induction p using MvPolynomial.induction_on
    · simp [translate, algebraMap_eq]
    · rename_i p r hp hr
      simp only [map_add, hp, hr]
    · rename_i p j hp
      simp only [map_mul, Derivation.leibniz, smul_eq_mul, map_add, hp, hX]
  have h1 := key Sum.inl (fun i j => by
    by_cases h : j = i <;> simp [translate, pderiv_X, h])
  have h2 := key Sum.inr (fun i j => by
    by_cases h : j = i <;> simp [translate, pderiv_X, h])
  constructor
  · simp only [laplacianIn, map_sum, h1, id_eq]
  · simp only [laplacianIn, map_sum, h2, id_eq]
```

By the chain rule,

∂q(x + a)/∂x_i = (∂_i q)(x + a) = ∂q(x + a)/∂a_i.

Differentiating again and summing over i gives

Δ_x q(x + a) = (Δq)(x + a) = Δ_a q(x + a).

Lean obtains the first-derivative rule by the same induction, using the product rule (`Derivation.leibniz`).

```lean
/-- For `q` homogeneous of degree `l`, the degrees in `x` and in `a` of every monomial
of `q(x + a)` add up to `l`. -/
theorem translate_degree {l : ℕ} {q : MvPolynomial σ ℝ} (hq : q.IsHomogeneous l)
    (d : σ ⊕ σ →₀ ℕ) (hd : coeff d (translate q) ≠ 0) :
    ∑ i, d (Sum.inl i) + ∑ i, d (Sum.inr i) = l := by
  have hT : (translate q).IsHomogeneous (1 * l) :=
    hq.aeval _ (fun i => (isHomogeneous_X ℝ (Sum.inl i)).add (isHomogeneous_X ℝ (Sum.inr i)))
  rw [one_mul] at hT
  have hdeg : d.degree = l := by
    by_contra h
    exact hd (hT.coeff_eq_zero h)
  rwa [Finsupp.degree_eq_sum, Fintype.sum_sum_type] at hdeg
```

Each x_i + a_i is homogeneous of degree 1, so substituting it into q preserves the total degree l. The x-degree and a-degree of every monomial thus add up to l.

```lean
/-- For `q` homogeneous of degree `l`, `q(x + a)` is the sum of its parts `q_k`, `k ≤ l`. -/
theorem translate_eq_sum {l : ℕ} {q : MvPolynomial σ ℝ} (hq : q.IsHomogeneous l) :
    translate q = ∑ k ∈ Finset.range (l + 1), translationPart k q := by
  ext d
  rw [coeff_sum]
  simp only [translationPart, coeff_xPart]
  by_cases hd : coeff d (translate q) = 0
  · simp [hd]
  · have h := translate_degree hq d hd
    have hx : xDegree d < l + 1 := by
      unfold xDegree
      omega
    rw [Finset.sum_ite_eq, if_pos (Finset.mem_range.2 hx)]
```

Each monomial of q(x + a) has exactly one x-degree, and that degree is at most l. It therefore appears in exactly one q_k of the sum.

```lean
/-- For `q` harmonic and homogeneous of degree `l`, `q(x + a)` is the sum over `k ≤ l` of terms of
degree `k` in `x` and `l - k` in `a`, each harmonic in `x` and in `a` separately. -/
theorem multipole_translation {l : ℕ} {q : MvPolynomial σ ℝ} (hq : q.IsHomogeneous l)
    (hharm : laplacianIn id q = 0) :
    (∀ x a : σ → ℝ, eval (x + a) q =
      ∑ k ∈ Finset.range (l + 1), eval (Sum.elim x a) (translationPart k q)) ∧
    ∀ k ≤ l, IsBihomogeneous (translationPart k q) k (l - k) ∧
      laplacianIn Sum.inl (translationPart k q) = 0 ∧
      laplacianIn Sum.inr (translationPart k q) = 0 := by
  refine ⟨fun x a => ?_, fun k _ => ⟨fun d hd => ?_, ?_, ?_⟩⟩
  · rw [← eval_translate, translate_eq_sum hq, map_sum]
  · rw [translationPart, coeff_xPart] at hd
    by_cases hk : xDegree d = k
    · rw [if_pos hk] at hd
      have h := translate_degree hq d hd
      unfold xDegree at hk
      exact ⟨hk, by omega⟩
    · exact absurd (if_neg hk) hd
  · exact (laplacian_xPart k _).1 (by rw [(laplacian_translate q).1, hharm, map_zero])
  · exact (laplacian_xPart k _).2 (by rw [(laplacian_translate q).2, hharm, map_zero])
```

The first conclusion is the expansion at all real x and a. The second gives the degrees and both harmonicity conditions for each k ≤ l. A monomial of q_k has x-degree k, hence a-degree l − k. Since Δq = 0, both Laplacians annihilate q(x + a), and therefore each part.

```lean
/-- Any expansion of `q(x + a)` into terms of degree `k` in `x` and `l - k` in `a`
has the terms `q_k`. -/
theorem translation_unique {l : ℕ} {q : MvPolynomial σ ℝ} {Q : ℕ → MvPolynomial (σ ⊕ σ) ℝ}
    (hQ : ∀ k ≤ l, IsBihomogeneous (Q k) k (l - k))
    (hsum : ∀ x a : σ → ℝ, eval (x + a) q =
      ∑ k ∈ Finset.range (l + 1), eval (Sum.elim x a) (Q k)) :
    ∀ k ≤ l, Q k = translationPart k q := by
  intro k hk
  -- equal values at all real points give equal polynomials
  have hT : translate q = ∑ j ∈ Finset.range (l + 1), Q j := by
    refine MvPolynomial.funext fun z => ?_
    have h := hsum (z ∘ Sum.inl) (z ∘ Sum.inr)
    rw [← eval_translate, Sum.elim_comp_inl_inr] at h
    rw [h, map_sum]
  ext d
  have key : ∀ j ∈ Finset.range (l + 1), xDegree d ≠ j → coeff d (Q j) = 0 := by
    intro j hj hne
    by_contra h
    have hj' := Finset.mem_range.1 hj
    exact hne (hQ j (by omega) d h).1
  rw [translationPart, coeff_xPart, hT, coeff_sum]
  split_ifs with h
  · symm
    exact Finset.sum_eq_single k (fun j hj hjk => key j hj (by omega))
      (fun hk' => absurd (Finset.mem_range.2 (by omega)) hk')
  · exact key k (Finset.mem_range.2 (by omega)) h
```

Suppose terms Q_k with the stated degrees also sum to q(x + a). Polynomials that agree at all real points are equal (`MvPolynomial.funext`), so coefficients can be compared. At x-degree k only Q_k contributes, which gives Q_k = q_k. Harmonicity plays no role here.

```lean
/-- Conversely, if all terms `q_k` of a homogeneous polynomial `q` are harmonic in `x`,
then `q` is harmonic. -/
theorem harmonic_of_parts {l : ℕ} {q : MvPolynomial σ ℝ} (hq : q.IsHomogeneous l)
    (h : ∀ k ≤ l, laplacianIn Sum.inl (translationPart k q) = 0) :
    laplacianIn id q = 0 := by
  have h0 : laplacianIn Sum.inl (translate q) = 0 := by
    rw [translate_eq_sum hq]
    simp only [laplacianIn, map_sum]
    rw [Finset.sum_comm]
    exact Finset.sum_eq_zero fun k hk => h k (Nat.lt_succ_iff.1 (Finset.mem_range.1 hk))
  rw [(laplacian_translate q).1] at h0
  -- put the displacement equal to zero
  refine MvPolynomial.funext fun x => ?_
  have hx := eval_translate (laplacianIn id q) x 0
  rw [h0, map_zero, add_zero] at hx
  rw [← hx, map_zero]

end

end MultipoleTranslation
```

For homogeneous q, harmonicity of every q_k in x is enough for the converse. Summing the parts gives

0 = ∑_{k≤l} Δ_x q_k(x, a) = Δ_x q(x + a) = (Δq)(x + a).

Setting a = 0 yields Δq(x) = 0 for every x, so Δq is the zero polynomial.

```lean
#print axioms MultipoleTranslation.multipole_translation
#print axioms MultipoleTranslation.translation_unique
#print axioms MultipoleTranslation.harmonic_of_parts
```

```
'MultipoleTranslation.multipole_translation' depends on axioms: [propext, Classical.choice, Quot.sound]
'MultipoleTranslation.translation_unique' depends on axioms: [propext, Classical.choice, Quot.sound]
'MultipoleTranslation.harmonic_of_parts' depends on axioms: [propext, Classical.choice, Quot.sound]
```
